# The second-order energy of a molecule in a magnetic field, with the gauge origin shifted

The theorem `energy_formula` writes out the coefficient of B² in the ground-state energy of an N-electron molecule in a uniform magnetic field B, in atomic units and with spin left out. The vector potential is B × r/2, with r measured from a gauge origin displaced by `d` perpendicular to the field. The coefficient is (⟨Q⟩ − 2d⟨X⟩ + Nd²)/8 minus the sum over excited states of |L_n0 − d P_n0|² / (4(E_n − E_0)).

Here `L` stands for the electrons' total angular momentum along the field, and `P` for their total momentum perpendicular to both the field and the shift. `X` is the sum of their positions along the shift and `Q` the sum of their squared distances from the field axis, both measured from the original origin. ⟨Q⟩ and ⟨X⟩ are ground-state expectation values. The model has finitely many levels, with a ground state strictly below the others, and takes the four operators as Hermitian matrices with no further relations among them.

The proof unfolds the definition and treats the two parts separately. It expands the matrix entries in the expectation value, and in each term of the sum it takes the factor 1/2 out of the norm and leaves the remaining algebra to `ring`.

The failing Lean file:

```lean
import Mathlib

open Finset ComplexConjugate

namespace EnergyFormula

noncomputable section

/-- A molecule in an eigenbasis labelled by `ι` (atomic units): ground state `g` strictly below all
other levels `E n`, `N` electrons, and Hermitian matrices for the angular momentum `L` along the
field, a momentum component `P`, the position component `X` along the origin shift, and the squared
distance `Q` from the field axis. -/
structure Molecule (ι : Type*) where
  g : ι
  E : ι → ℝ
  gap : ∀ n, n ≠ g → E g < E n
  N : ℕ
  L : Matrix ι ι ℂ
  P : Matrix ι ι ℂ
  X : Matrix ι ι ℂ
  Q : Matrix ι ι ℂ
  hL : L.IsHermitian
  hP : P.IsHermitian
  hX : X.IsHermitian
  hQ : Q.IsHermitian

variable {ι : Type*} [Fintype ι] [DecidableEq ι]

/-- The operator linear in the field, `(L - d P) / 2`, for gauge origin `d`. -/
def para (M : Molecule ι) (d : ℝ) : Matrix ι ι ℂ :=
  (1 / 2 : ℝ) • (M.L - d • M.P)

/-- The operator quadratic in the field, `(Q - 2 d X + N d²) / 8`, for gauge origin `d`. -/
def dia (M : Molecule ι) (d : ℝ) : Matrix ι ι ℂ :=
  (1 / 8 : ℝ) • (M.Q - (2 * d) • M.X + ((M.N : ℝ) * d ^ 2) • (1 : Matrix ι ι ℂ))

/-- The second-order energy in the field: the ground-state expectation value of the quadratic
operator minus the sum of `|h_n0|² / (E_n - E_0)` over excited states `n`, where `h` is the linear
operator. -/
def energy (M : Molecule ι) (d : ℝ) : ℝ :=
  (dia M d M.g M.g).re - ∑ n ∈ univ.erase M.g, ‖para M d n M.g‖ ^ 2 / (M.E n - M.E M.g)

/-- The second-order energy written out in the matrix elements of `Q`, `X`, `L` and `P`. -/
theorem energy_formula (M : Molecule ι) (d : ℝ) :
    energy M d = ((M.Q M.g M.g).re - 2 * d * (M.X M.g M.g).re + M.N * d ^ 2) / 8
      - ∑ n ∈ univ.erase M.g,
        ‖M.L n M.g - (d : ℂ) * M.P n M.g‖ ^ 2 / (4 * (M.E n - M.E M.g)) := by
  unfold energy
  congr 1
  · simp only [dia, Matrix.smul_apply, Matrix.add_apply, Matrix.sub_apply, Matrix.one_apply_eq,
      Complex.smul_re, Complex.add_re, Complex.sub_re, Complex.one_re, smul_eq_mul]
    ring
  · refine Finset.sum_congr rfl fun n _ => ?_
    have h2 : ‖(1 / 2 : ℝ)‖ = 1 / 2 := by norm_num
    simp only [para, Matrix.smul_apply, Matrix.sub_apply]
    rw [norm_smul, h2, Complex.real_smul]
    ring

end

end EnergyFormula
```

The compiler's answer:

```
Try this:
  [apply] ring_nf
  
  The `ring` tactic failed to close the goal. Use `ring_nf` to obtain a normal form.
    
  Note that `ring` works primarily in *commutative* rings. If you have a noncommutative ring, abelian group or module, consider using `noncomm_ring`, `abel` or `module` instead.
Main.lean:53:2: error: unsolved goals
case e_a
ι : Type u_1
inst✝¹ : Fintype ι
inst✝ : DecidableEq ι
M : Molecule ι
d : ℝ
n : ι
x✝ : n ∈ univ.erase M.g
h2 : ‖1 / 2‖ = 1 / 2
⊢ ‖M.L n M.g - ↑d * M.P n M.g‖ ^ 2 * (M.E n - M.E M.g)⁻¹ * (1 / 4) =
    ‖M.L n M.g - ↑d * M.P n M.g‖ ^ 2 * (M.E n * 4 - M.E M.g * 4)⁻¹
```

The error is in the second part, where the final `ring` does not close the goal. The "Try this" message reports that failure, and the unsolved goal shows what was left. The two sides are equal, but the left has a factor 1/4 outside the inverse where the right has a factor 4 inside it.

`ring` multiplies out `4 * (M.E n - M.E M.g)` to `M.E n * 4 - M.E M.g * 4`. It treats the inverse of a sum as an indivisible quantity, so it does not take the common factor 4 out again, and the two inverses look unrelated to it.

The added line `generalize M.E n - M.E M.g = D` replaces the energy difference by a single variable on both sides. The denominator on the right is then `4 * D`, a product, whose inverse `ring` can split into 1/4 times `D⁻¹`, and the sides agree. No proof that `D` is nonzero is needed, because Lean sets the inverse of zero to zero and the identity holds there too.

This version goes through:

```diff
@@ -55,4 +55,5 @@
     simp only [para, Matrix.smul_apply, Matrix.sub_apply]
     rw [norm_smul, h2, Complex.real_smul]
+    generalize M.E n - M.E M.g = D
     ring
 
```
